# Equal repulsion V between all site pairs of a Hubbard cluster turns U into U − V and adds a constant at fixed electron number

When an exact-diagonalisation run on a small cluster has the same repulsion $V$ between every pair of sites, the intersite term can be left out of the Hamiltonian. Run the plain Hubbard solver with on-site interaction $U-V$ in the sector of $m$ electrons, and add $Vm(m-1)/2$ to each energy. The operator identity behind this step is

$$
H(t,U)+V\sum_{i<j}n_in_j \;=\; H(t,U-V)+\frac V2\,N(N-1).
$$

Here $H(t,U)$ is the Hubbard Hamiltonian with hopping matrix $t$, $n_i$ is the electron number on site $i$, summed over the two spins, and $N=\sum_i n_i$. The hopping matrix is arbitrary and may differ between the spins.

## Replacing or checking the intersite term

A code with a general matrix $V_{ij}$ can be checked by setting all its off-diagonal entries to $V$. In each $m$-electron sector the spectrum must then equal that of the Hubbard model at $U-V$, shifted by $Vm(m-1)/2$. At $V=U$ the interaction reduces to a function of $N$, so with a Hermitian hopping matrix the lowest energy is the sum of the $m$ lowest spin-orbital energies plus $Um(m-1)/2$.

Two details matter. Each pair is counted once, so a code that sums over ordered pairs without the factor $1/2$ has doubled $V$. The offset is also quadratic in $N$: in a grand-canonical calculation it has to be kept sector by sector and can't be absorbed into the chemical potential.

For a finite cluster with one orbital per site and uniform $V$, the identity also says how intersite repulsion affects local correlation: at fixed electron number, the ground-state double occupancy never decreases as $V$ grows. For $0\le V\le U$ this is a weakening of the Hubbard repulsion. For $V>U$ the effective interaction is attractive, and "weaker correlation" is no longer a fair description.

## From anticommutators to the pair sum

Label the modes by $a=(i,s)$, with site $i$ and spin $s$. The operators obey

$$
\{c_a,c_b\}=0,\qquad \{c_a^\dagger,c_b^\dagger\}=0,\qquad \{c_a,c_b^\dagger\}=\delta_{ab}.
$$

Put $n_a=c_a^\dagger c_a$. Since $2c_a^2=0$, we have $c_a^2=0$, and therefore

$$
n_a^2=c_a^\dagger(1-c_a^\dagger c_a)c_a=n_a-c_a^\dagger c_a^\dagger c_ac_a=n_a.
$$

For $a\ne b$,

$$
n_an_b=-c_a^\dagger c_b^\dagger c_ac_b=-c_b^\dagger c_a^\dagger c_bc_a=c_b^\dagger c_bc_a^\dagger c_a=n_bn_a.
$$

With $n_i=n_{i\uparrow}+n_{i\downarrow}$ this gives

$$
n_i^2=n_i+2n_{i\uparrow}n_{i\downarrow}.
$$

Let $D=\sum_i n_{i\uparrow}n_{i\downarrow}$ be the total double occupancy and $P=\frac12\sum_{i\ne j}n_in_j$ the pair sum. Splitting the double sum for $N^2$ into equal and distinct sites gives

$$
N^2=\sum_i n_i^2+\sum_{i\ne j}n_in_j=N+2D+2P,
\qquad\text{so}\qquad
P=\tfrac12N(N-1)-D.
$$

Write $H(t,U)=T+UD$, where $T$ is the one-electron part. Then

$$
H(t,U)+VP=T+(U-V)D+\tfrac V2N(N-1),
$$

which is the identity.

## Comparing two ground states

Write $T(\varphi)$ and $D(\varphi)$ for the expectation values in a normalised state $\varphi$ with $N\varphi=m\varphi$. Its energy is

$$
E_V(\varphi)=T(\varphi)+(U-V)D(\varphi)+\tfrac V2m(m-1).
$$

Let $\psi$ and $\psi'$ be $m$-electron ground states at $V<V'$. Each is a trial state for the other Hamiltonian, and the constants cancel:

$$
\begin{aligned}
T(\psi)+(U-V)D(\psi)&\le T(\psi')+(U-V)D(\psi'),\\
T(\psi')+(U-V')D(\psi')&\le T(\psi)+(U-V')D(\psi).
\end{aligned}
$$

Adding the two lines gives $(V'-V)D(\psi)\le(V'-V)D(\psi')$, and hence $D(\psi)\le D(\psi')$.

## The identity and the ground-state comparison in Lean

```lean
import Mathlib

open Finset

namespace UniformIntersiteRepulsion

noncomputable section

/-- The canonical anticommutation relations for annihilation operators `c` and creation
operators `cdag` labelled by modes. -/
structure CAR {ι A : Type*} [DecidableEq ι] [Ring A] (c cdag : ι → A) : Prop where
  ann : ∀ a b, c a * c b + c b * c a = 0
  cre : ∀ a b, cdag a * cdag b + cdag b * cdag a = 0
  mixed : ∀ a b, c a * cdag b + cdag b * c a = if a = b then 1 else 0

/-- The occupation operator of one mode. -/
def num {ι A : Type*} [Ring A] (c cdag : ι → A) (a : ι) : A := cdag a * c a

section Modes

variable {ι A : Type*} [DecidableEq ι] [Ring A] {c cdag : ι → A}

/-- Pauli principle: the occupation operator of a fermionic mode is idempotent. -/
theorem num_sq [Algebra ℂ A] (h : CAR c cdag) (a : ι) :
    num c cdag a * num c cdag a = num c cdag a := by
  have h0 : c a * c a = 0 := by
    calc c a * c a = (1 / 2 : ℂ) • (c a * c a + c a * c a) := by module
      _ = 0 := by rw [h.ann, smul_zero]
  have h1 : c a * cdag a = 1 - cdag a * c a :=
    eq_sub_of_add_eq (by simpa using h.mixed a a)
  unfold num
  calc cdag a * c a * (cdag a * c a) = cdag a * (c a * cdag a) * c a := by noncomm_ring
    _ = cdag a * c a - cdag a * cdag a * (c a * c a) := by rw [h1]; noncomm_ring
    _ = cdag a * c a := by rw [h0, mul_zero, sub_zero]

/-- Occupation operators of two different fermionic modes commute. -/
theorem num_comm (h : CAR c cdag) {a b : ι} (hab : a ≠ b) :
    num c cdag a * num c cdag b = num c cdag b * num c cdag a := by
  have h1 : c a * cdag b = -(cdag b * c a) :=
    eq_neg_of_add_eq_zero_left (by simpa [hab] using h.mixed a b)
  have h2 : c b * cdag a = -(cdag a * c b) :=
    eq_neg_of_add_eq_zero_left (by simpa [hab.symm] using h.mixed b a)
  have h3 : cdag a * cdag b = -(cdag b * cdag a) := eq_neg_of_add_eq_zero_left (h.cre a b)
  have h4 : c a * c b = -(c b * c a) := eq_neg_of_add_eq_zero_left (h.ann a b)
  unfold num
  calc cdag a * c a * (cdag b * c b) = cdag a * (c a * cdag b) * c b := by noncomm_ring
    _ = -(cdag a * cdag b * (c a * c b)) := by rw [h1]; noncomm_ring
    _ = -(cdag b * cdag a * (c b * c a)) := by rw [h3, h4]; noncomm_ring
    _ = cdag b * (c b * cdag a) * c a := by rw [h2]; noncomm_ring
    _ = cdag b * c b * (cdag a * c a) := by noncomm_ring

end Modes

/-- The exterior algebra over the complex functions on the modes; for finitely many modes this is
the fermionic Fock space. -/
abbrev Fock (ι : Type*) := CliffordAlgebra (0 : QuadraticForm ℂ (ι → ℂ))

/-- Annihilation on Fock space: contraction with the coordinate of the mode. -/
def annihilate {ι : Type*} (a : ι) : Module.End ℂ (Fock ι) :=
  CliffordAlgebra.contractLeft (LinearMap.proj a : (ι → ℂ) →ₗ[ℂ] ℂ)

/-- Creation on Fock space: wedge multiplication by the orbital of the mode. -/
def create {ι : Type*} [DecidableEq ι] (a : ι) : Module.End ℂ (Fock ι) :=
  LinearMap.mulLeft ℂ (CliffordAlgebra.ι (0 : QuadraticForm ℂ (ι → ℂ)) (Pi.single a 1))

/-- Contraction and wedge multiplication on Fock space satisfy the canonical
anticommutation relations. -/
theorem car_witness {ι : Type*} [DecidableEq ι] :
    CAR (annihilate : ι → Module.End ℂ (Fock ι)) create where
  ann a b := LinearMap.ext fun x => by
    change CliffordAlgebra.contractLeft _ (CliffordAlgebra.contractLeft _ x) +
      CliffordAlgebra.contractLeft _ (CliffordAlgebra.contractLeft _ x) = 0
    rw [CliffordAlgebra.contractLeft_comm, neg_add_cancel]
  cre a b := LinearMap.ext fun x => by
    change CliffordAlgebra.ι _ _ * (CliffordAlgebra.ι _ _ * x) +
      CliffordAlgebra.ι _ _ * (CliffordAlgebra.ι _ _ * x) = 0
    rw [← mul_assoc, ← mul_assoc, ← add_mul, CliffordAlgebra.ι_mul_ι_add_swap]
    simp [QuadraticMap.polar]
  mixed a b := LinearMap.ext fun x => by
    change CliffordAlgebra.contractLeft _ (CliffordAlgebra.ι _ _ * x) +
      CliffordAlgebra.ι _ _ * CliffordAlgebra.contractLeft _ x =
      (if a = b then (1 : Module.End ℂ (Fock ι)) else 0) x
    rw [CliffordAlgebra.contractLeft_ι_mul, sub_add_cancel]
    by_cases hab : a = b
    · subst hab
      simp
    · simp [hab]

section Hubbard

variable {Λ A : Type*} [Fintype Λ] [Ring A] [Algebra ℂ A] (c cdag : Λ × Bool → A)

/-- The electron number on site `i`, summed over the two spins. -/
def siteNum (i : Λ) : A := num c cdag (i, true) + num c cdag (i, false)

/-- The total electron number `N`. -/
def totalNum : A := ∑ i, siteNum c cdag i

/-- The number of doubly occupied sites. -/
def doubleOcc : A := ∑ i, num c cdag (i, true) * num c cdag (i, false)

/-- One-electron part with an arbitrary hopping matrix for each spin; its diagonal holds
the site energies. -/
def hopping (t : Bool → Λ → Λ → ℂ) : A :=
  ∑ s, ∑ i, ∑ j, t s i j • (cdag (i, s) * c (j, s))

/-- The Hubbard Hamiltonian with hopping `t` and on-site interaction `U`. -/
def hubbard (t : Bool → Λ → Λ → ℂ) (U : ℂ) : A :=
  hopping c cdag t + U • doubleOcc c cdag

/-- The sum of `n_i n_j` over distinct site pairs, written as half the sum over ordered
pairs. -/
def pairSum [DecidableEq Λ] : A :=
  (1 / 2 : ℂ) • ∑ i, ∑ j ∈ univ.erase i, siteNum c cdag i * siteNum c cdag j

variable {c cdag} [DecidableEq Λ]

omit [Fintype Λ] in
/-- For canonical fermions the squared site occupation is the occupation plus twice the
double occupancy of the site. -/
theorem siteNum_sq (h : CAR c cdag) (i : Λ) :
    siteNum c cdag i * siteNum c cdag i =
      siteNum c cdag i + (2 : ℂ) • (num c cdag (i, true) * num c cdag (i, false)) := by
  have hc : num c cdag (i, false) * num c cdag (i, true) =
      num c cdag (i, true) * num c cdag (i, false) := num_comm h (by simp)
  unfold siteNum
  rw [add_mul, mul_add, mul_add, num_sq h, num_sq h, hc]
  module

/-- For canonical fermions the pair sum equals `N(N-1)/2` minus the number of doubly
occupied sites. -/
theorem pairSum_eq (h : CAR c cdag) :
    pairSum c cdag = (1 / 2 : ℂ) • (totalNum c cdag * (totalNum c cdag - 1))
      - doubleOcc c cdag := by
  -- split the double sum for N² into distinct and equal sites
  have key : totalNum c cdag * totalNum c cdag =
      (∑ i, ∑ j ∈ univ.erase i, siteNum c cdag i * siteNum c cdag j) +
        (totalNum c cdag + (2 : ℂ) • doubleOcc c cdag) := by
    simp only [totalNum, doubleOcc]
    rw [Finset.sum_mul_sum, Finset.smul_sum, ← Finset.sum_add_distrib,
      ← Finset.sum_add_distrib]
    refine Finset.sum_congr rfl fun i _ => ?_
    rw [← siteNum_sq h, Finset.sum_erase_add _ _ (Finset.mem_univ i)]
  rw [mul_sub, mul_one, key, pairSum]
  module

/-- For canonical fermions, equal repulsion `V` between all distinct sites replaces `U` by
`U - V` in the Hubbard Hamiltonian and adds `V N(N-1)/2`. -/
theorem hubbard_add_uniform (h : CAR c cdag) (t : Bool → Λ → Λ → ℂ) (U V : ℂ) :
    hubbard c cdag t U + V • pairSum c cdag =
      hubbard c cdag t (U - V) +
        (V / 2) • (totalNum c cdag * (totalNum c cdag - 1)) := by
  rw [pairSum_eq h]
  unfold hubbard
  module

/-- For canonical fermions with intersite repulsion equal to `U`, only the hopping and
a function of the electron number remain. -/
theorem hubbard_add_equal (h : CAR c cdag) (t : Bool → Λ → Λ → ℂ) (U : ℂ) :
    hubbard c cdag t U + U • pairSum c cdag =
      hopping c cdag t + (U / 2) • (totalNum c cdag * (totalNum c cdag - 1)) := by
  rw [hubbard_add_uniform h, hubbard, sub_self, zero_smul, add_zero]

end Hubbard

section FixedNumber

variable {Λ E : Type*} [Fintype Λ] [DecidableEq Λ] [NormedAddCommGroup E]
  [InnerProductSpace ℂ E] {c cdag : Λ × Bool → Module.End ℂ E}

/-- The real part of the inner product of `ψ` with `H ψ`; for normalised `ψ` this is the real part
of the expectation value of `H`. -/
def expect (H : Module.End ℂ E) (ψ : E) : ℝ := (inner ℂ ψ (H ψ)).re

/-- `ψ` is normalised, has `m` electrons as counted by `N`, and minimises the expectation
of `H` among all such states. -/
def IsGroundState (H N : Module.End ℂ E) (m : ℕ) (ψ : E) : Prop :=
  ‖ψ‖ = 1 ∧ N ψ = (m : ℂ) • ψ ∧
    ∀ φ : E, ‖φ‖ = 1 → N φ = (m : ℂ) • φ → expect H ψ ≤ expect H φ

/-- In a normalised state of `m` canonical fermions, uniform repulsion `V` changes the
weight of the double occupancy to `U - V` and adds the constant `V m(m-1)/2`. -/
theorem energy_fixed_number (h : CAR c cdag) (t : Bool → Λ → Λ → ℂ) (U V : ℝ) (m : ℕ)
    {φ : E} (hφ : ‖φ‖ = 1) (hN : totalNum c cdag φ = (m : ℂ) • φ) :
    expect (hubbard c cdag t U + (V : ℂ) • pairSum c cdag) φ =
      expect (hopping c cdag t) φ + (U - V) * expect (doubleOcc c cdag) φ
        + V * (m * (m - 1) / 2) := by
  have hin : inner ℂ φ φ = (1 : ℂ) := by
    rw [inner_self_eq_norm_sq_to_K, hφ]
    simp
  have hact : (hubbard c cdag t U + (V : ℂ) • pairSum c cdag) φ =
      hopping c cdag t φ + ((U - V : ℝ) : ℂ) • doubleOcc c cdag φ
        + ((V * (m * (m - 1) / 2) : ℝ) : ℂ) • φ := by
    rw [hubbard_add_uniform h]
    simp only [hubbard, LinearMap.add_apply, LinearMap.smul_apply, Module.End.mul_apply,
      LinearMap.sub_apply, Module.End.one_apply, hN, map_sub, map_smul]
    push_cast
    module
  unfold expect
  rw [hact, inner_add_right, inner_add_right, inner_smul_right, inner_smul_right, hin,
    mul_one, Complex.add_re, Complex.add_re, Complex.re_ofReal_mul, Complex.ofReal_re]

/-- At fixed electron number, the double occupancy in the ground state of canonical fermions
never decreases when the uniform intersite repulsion grows from `V` to `V'`. -/
theorem doubleOcc_mono (h : CAR c cdag) (t : Bool → Λ → Λ → ℂ) (U : ℝ) {V V' : ℝ}
    (hV : V < V') (m : ℕ) {ψ ψ' : E}
    (hψ : IsGroundState (hubbard c cdag t U + (V : ℂ) • pairSum c cdag)
      (totalNum c cdag) m ψ)
    (hψ' : IsGroundState (hubbard c cdag t U + (V' : ℂ) • pairSum c cdag)
      (totalNum c cdag) m ψ') :
    expect (doubleOcc c cdag) ψ ≤ expect (doubleOcc c cdag) ψ' := by
  obtain ⟨h1, hN, hmin⟩ := hψ
  obtain ⟨h1', hN', hmin'⟩ := hψ'
  -- each ground state serves as a trial state for the other Hamiltonian
  have e := hmin ψ' h1' hN'
  have e' := hmin' ψ h1 hN
  rw [energy_fixed_number h t U V m h1 hN, energy_fixed_number h t U V m h1' hN'] at e
  rw [energy_fixed_number h t U V' m h1 hN, energy_fixed_number h t U V' m h1' hN'] at e'
  by_contra hlt
  nlinarith [mul_pos (sub_pos.2 hV) (sub_pos.2 (not_le.1 hlt))]

end FixedNumber

end

end UniformIntersiteRepulsion
```

```lean
#print axioms UniformIntersiteRepulsion.hubbard_add_equal
-- 'UniformIntersiteRepulsion.hubbard_add_equal' depends on axioms: [propext, Classical.choice, Quot.sound]
#print axioms UniformIntersiteRepulsion.doubleOcc_mono
-- 'UniformIntersiteRepulsion.doubleOcc_mono' depends on axioms: [propext, Classical.choice, Quot.sound]
```

## Lean objects and their physical meaning

`CAR c cdag` states the three anticommutation relations for elements of a ring. The Hubbard definitions use a complex algebra, with modes in `Λ × Bool`: `Λ` is the finite set of sites, and `true` and `false` are the two spins. The coefficient `t s i j` multiplies $c_{is}^\dagger c_{js}$ with a plus sign, so the usual $-t$ is entered as a negative matrix element. Site energies sit on the diagonal. `pairSum` is $P$, `doubleOcc` is $D$, and `hubbard_add_uniform` is the identity, valid even for complex $U$ and $V$. `hubbard_add_equal` is its case $V=U$.

`Fock` is the exterior algebra, written as the Clifford algebra of the zero quadratic form. `create` is wedge multiplication by an orbital and `annihilate` is contraction. `car_witness` proves that they satisfy `CAR`, so the assumed relations are those of the familiar fermionic Fock space.

For energies, the operators act on a complex inner product space `E`, and `expect` is the real part of $\langle\psi|H\psi\rangle$. `IsGroundState` requires norm one, exactly $m$ electrons, and the lowest expectation among all such states. For a Hermitian, number-conserving Hamiltonian on a finite-dimensional space, this is the usual ground state of the sector.

## Lemmas behind the identity and the inequality

`num_sq` and `num_comm` follow the operator reorderings above line by line; `noncomm_ring` rearranges products without commuting factors. `siteNum_sq` combines them into the formula for $n_i^2$. In `pairSum_eq`, the intermediate statement `key` is the expansion of $N^2$: `Finset.sum_erase_add` joins the term $j=i$ to the sum over the other sites. The tactic `module` then collects the scalar coefficients, both there and in `hubbard_add_uniform`.

In `car_witness`, the lemmas on contraction supply two of the relations: contractions anticommute with each other, and contracting a wedge product leaves the term $\delta_{ab}$. The creation relation comes from the antisymmetry of the wedge product.

`energy_fixed_number` first applies the Hamiltonian to $\varphi$, replacing $N$ by $m$, and then takes the inner product. `doubleOcc_mono` stores the two variational inequalities as `e` and `e'`. It supposes that $D(\psi)>D(\psi')$, and `nlinarith` finds the contradiction from the positive product $(V'-V)(D(\psi)-D(\psi'))$.

## Guarantees for uniform V, and their limits

The identity holds for every finite number of sites. On a single site the pair sum is zero, and the formula reduces to $D=N(N-1)/2$. It is stated for one orbital per site and the same $V$ for every distinct pair. The Lean version also takes hopping that conserves spin, but the derivation doesn't need this, since $T$ is the same on both sides. A nearest-neighbour repulsion qualifies only if all sites are mutual neighbours, as on a dimer or a triangle. A $V$ that strictly decays with distance qualifies only if all distances between sites are equal.

The monotonicity theorem takes the two ground states as given and doesn't construct them. It applies to any choice within a degenerate ground level, for real $U$, $V$ and $V'$ of either sign. It gives no strict increase and makes no statement about thermal averages or about states with different electron numbers.

The hypotheses don't require `cdag` to be the adjoint of `c`, or `t` to be Hermitian; a physical calculation supplies both. The file puts no inner product on the exterior algebra, so using the energy theorems there requires adding the standard one. The theorems concern the operators and say nothing about a particular program's sign conventions, basis ordering or rounding. Comparing the spectrum with the intersite term to the shifted one at $U-V$ tests the program's interaction terms; a wrong hopping sign that enters both runs goes unnoticed. So does a mix-up of site pairs in $V_{ij}$, because all the off-diagonal entries are equal in this test.
